# The reverse-mode gradient of a symmetric eigendecomposition with distinct eigenvalues

If the backward pass through a symmetric eigensolver takes the eigenvalue gaps with the wrong sign, the eigenvector part of the gradient is reversed. A test on a loss that depends only on eigenvalues will not reveal it. The identity below fixes the sign and the order of the factors.

Let $A(t)=U(t)L(t)U(t)^T$ be real, with $U$ orthogonal and $L=\mathrm{diag}(l_i)$. Primes denote derivatives at $t_0$, where the $l_i$ are distinct; undifferentiated quantities are also taken there. A scalar loss supplies its derivatives $\bar L$ (diagonal) and $\bar U$ with respect to the entries of $L$ and $U$. Then

$$\mathrm{tr}(\bar L^TL')+\mathrm{tr}(\bar U^TU')=\mathrm{tr}(\bar A^TA'),\qquad \bar A=U\big(\bar L+F\odot(U^T\bar U)\big)U^T,$$

where $\odot$ is the entrywise product, $F_{ij}=1/(l_j-l_i)$ for $i\ne j$, and $F_{ii}=0$.

## The backward pass in a code

For a finite real Hamiltonian matrix in a fixed orthonormal basis, this carries the gradient of a loss on orbital energies and coefficients back to the matrix elements. In NumPy, with `l` and `lb` the floating-point vectors of the $l_i$ and $\bar L_{ii}$, and `Ub` the matrix $\bar U$:

```python
gap = l[None, :] - l[:, None]
np.fill_diagonal(gap, np.inf)
Abar = U @ (np.diag(lb) + (U.T @ Ub) / gap) @ U.T
```

Since $\bar A$ does not contain $A'$, it is formed once and paired with the derivative of $A$ along each parameter. It need not be symmetric: when $A_{ij}=A_{ji}$ is varied as one parameter, with $i\ne j$, the derivative of the loss is $\bar A_{ij}+\bar A_{ji}$, not a single entry.

## From the product rule to the adjoint

Set $\Omega=U^TU'$. Differentiating $U^TU=1$ gives $U'^TU+U^TU'=0$, so $\Omega^T=-\Omega$ and $\Omega_{ii}=0$. The product rule gives

$$A'=U'LU^T+UL'U^T+ULU'^T.$$

With $B=U^TA'U$, this becomes

$$B=\Omega L+L'+L\Omega^T=\Omega L-L\Omega+L',\qquad B_{ij}=\Omega_{ij}(l_j-l_i)+\delta_{ij}l'_i.$$

The diagonal gives $l'_i=B_{ii}$. Off the diagonal, division by the gap gives $\Omega_{ij}=F_{ij}B_{ij}$. Hence $\Omega=F\odot B$ and $U'=U(F\odot B)$. The two pairings are

$$\mathrm{tr}(\bar L^TL')=\sum_i\bar L_{ii}B_{ii}=\mathrm{tr}(\bar L^TB),$$

$$\mathrm{tr}(\bar U^TU')=\sum_{ij}(U^T\bar U)_{ij}F_{ij}B_{ij}=\mathrm{tr}\big((F\odot U^T\bar U)^TB\big).$$

Their sum is $\mathrm{tr}(X^TB)$ with $X=\bar L+F\odot(U^T\bar U)$. By cyclicity,

$$\mathrm{tr}(X^TU^TA'U)=\mathrm{tr}\big((UXU^T)^TA'\big)=\mathrm{tr}(\bar A^TA').$$

## A two-level example

Take $U=1$, $l=(1,3)$, $l'=(1,0)$ and

$$A'=\begin{pmatrix}1&-2\\-2&0\end{pmatrix},\quad U'=\begin{pmatrix}0&-1\\1&0\end{pmatrix},\quad \bar L=\begin{pmatrix}2&0\\0&5\end{pmatrix},\quad \bar U=\begin{pmatrix}0&4\\0&0\end{pmatrix}.$$

The left side is $2-4=-2$. Since $F_{12}=1/2$, $\bar A=\begin{pmatrix}2&2\\0&5\end{pmatrix}$, and the right side is $2\cdot1+2\cdot(-2)=-2$.

## The Lean file

```lean
import Mathlib

open Matrix

namespace EigendecompositionAdjoint

noncomputable section

variable {n : Type*} [Fintype n] [DecidableEq n]

/-- The matrix path `M` has the entrywise derivative `M'` at time `t`. -/
def HasMatDeriv {n : Type*} (M : ℝ → Matrix n n ℝ) (M' : Matrix n n ℝ) (t : ℝ) : Prop :=
  ∀ i j, HasDerivAt (fun s => M s i j) (M' i j) t

/-- A path of matrices `A = U diag(l) Uᵀ` with orthogonal `U`, together with the
derivatives `A'`, `U'`, `l'` of the matrix, its eigenvectors and its eigenvalues at time `t`. -/
structure SpectralPath (A U : ℝ → Matrix n n ℝ) (l : ℝ → n → ℝ)
    (A' U' : Matrix n n ℝ) (l' : n → ℝ) (t : ℝ) : Prop where
  orth : ∀ s, (U s)ᵀ * U s = 1
  spec : ∀ s, A s = U s * diagonal (l s) * (U s)ᵀ
  dA : HasMatDeriv A A' t
  dU : HasMatDeriv U U' t
  dl : ∀ i, HasDerivAt (fun s => l s i) (l' i) t

/-- The inverse-gap matrix: `1 / (l j - l i)` off the diagonal and zero on it,
for pairwise distinct levels `l`. -/
def gapMatrix (l : n → ℝ) : Matrix n n ℝ :=
  Matrix.of fun i j => if i = j then 0 else 1 / (l j - l i)

/-- The reverse-mode cotangent of the matrix, built from the cotangents `lb` of the
eigenvalues and `Ub` of the eigenvectors, for pairwise distinct eigenvalues `l`. -/
def eighAdjoint (U : Matrix n n ℝ) (l lb : n → ℝ) (Ub : Matrix n n ℝ) : Matrix n n ℝ :=
  U * (diagonal lb + gapMatrix l ⊙ (Uᵀ * Ub)) * Uᵀ

variable {A U : ℝ → Matrix n n ℝ} {l : ℝ → n → ℝ} {A' U' : Matrix n n ℝ}
  {l' : n → ℝ} {t : ℝ}

omit [DecidableEq n] in
/-- The product rule for matrix paths, with the order of the factors kept. -/
theorem HasMatDeriv.mul {M N : ℝ → Matrix n n ℝ} {M' N' : Matrix n n ℝ}
    (hM : HasMatDeriv M M' t) (hN : HasMatDeriv N N' t) :
    HasMatDeriv (fun s => M s * N s) (M' * N t + M t * N') t := by
  intro i j
  simp only [Matrix.mul_apply, Matrix.add_apply, ← Finset.sum_add_distrib]
  exact HasDerivAt.fun_sum fun k _ => (hM i k).fun_mul (hN k j)

omit [Fintype n] in
/-- A diagonal matrix path is differentiated level by level. -/
theorem hasMatDeriv_diagonal (hl : ∀ i, HasDerivAt (fun s => l s i) (l' i) t) :
    HasMatDeriv (fun s => diagonal (l s)) (diagonal l') t := by
  intro i j
  by_cases hij : i = j
  · subst hij
    simp only [diagonal_apply_eq]
    exact hl i
  · simp only [diagonal_apply_ne _ hij]
    exact hasDerivAt_const t (0 : ℝ)

/-- The rotation rate `Uᵀ U'` of the eigenvector frame is antisymmetric. -/
theorem SpectralPath.rate_skew (h : SpectralPath A U l A' U' l' t) :
    ((U t)ᵀ * U')ᵀ = -((U t)ᵀ * U') := by
  have dT : HasMatDeriv (fun s => (U s)ᵀ) U'ᵀ t := fun i j => h.dU j i
  -- the derivative of the constant product Uᵀ U = 1 vanishes
  have h0 : HasMatDeriv (fun s => (U s)ᵀ * U s) 0 t := by
    intro i j
    simp only [h.orth]
    exact hasDerivAt_const t ((1 : Matrix n n ℝ) i j)
  have e : U'ᵀ * U t + (U t)ᵀ * U' = 0 := by
    ext i j
    exact (dT.mul h.dU i j).unique (h0 i j)
  rw [transpose_mul, transpose_transpose]
  exact eq_neg_of_add_eq_zero_left e

/-- In the eigenbasis, the derivative of the matrix is the commutator of the rotation rate
with the eigenvalue matrix, plus the derivative of the eigenvalue matrix. -/
theorem SpectralPath.rotated_deriv (h : SpectralPath A U l A' U' l' t) :
    (U t)ᵀ * A' * U t = (U t)ᵀ * U' * diagonal (l t)
      - diagonal (l t) * ((U t)ᵀ * U') + diagonal l' := by
  have dT : HasMatDeriv (fun s => (U s)ᵀ) U'ᵀ t := fun i j => h.dU j i
  have dA := h.dA
  rw [show A = fun s => U s * diagonal (l s) * (U s)ᵀ from funext h.spec] at dA
  have e : A' = (U' * diagonal (l t) + U t * diagonal l') * (U t)ᵀ
      + U t * diagonal (l t) * U'ᵀ := by
    ext i j
    exact (dA i j).unique (((h.dU.mul (hasMatDeriv_diagonal h.dl)).mul dT) i j)
  have hs : U'ᵀ * U t = -((U t)ᵀ * U') := by
    rw [← h.rate_skew, transpose_mul, transpose_transpose]
  rw [e]
  calc _ = ((U t)ᵀ * U') * diagonal (l t) * ((U t)ᵀ * U t)
        + ((U t)ᵀ * U t) * diagonal l' * ((U t)ᵀ * U t)
        + ((U t)ᵀ * U t) * diagonal (l t) * (U'ᵀ * U t) := by noncomm_ring
    _ = _ := by
      rw [h.orth t, hs]
      noncomm_ring

/-- Hellmann-Feynman formula: the derivative of an eigenvalue is the diagonal element of
the matrix derivative in the corresponding eigenvector. -/
theorem SpectralPath.eigenvalue_deriv (h : SpectralPath A U l A' U' l' t) (i : n) :
    l' i = ((U t)ᵀ * A' * U t) i i := by
  rw [h.rotated_deriv]
  simp only [Matrix.add_apply, Matrix.sub_apply, mul_diagonal, diagonal_mul, diagonal_apply_eq]
  ring

/-- First-order perturbation formula: for distinct eigenvalues, the eigenvectors change by
combinations of one another, whose coefficients are the off-diagonal elements of the matrix
derivative in the eigenbasis divided by the gaps. -/
theorem SpectralPath.eigenvector_deriv (h : SpectralPath A U l A' U' l' t)
    (hl : Function.Injective (l t)) :
    U' = U t * (gapMatrix (l t) ⊙ ((U t)ᵀ * A' * U t)) := by
  have hrate : (U t)ᵀ * U' = gapMatrix (l t) ⊙ ((U t)ᵀ * A' * U t) := by
    ext i j
    by_cases hij : i = j
    · -- diagonal: an antisymmetric matrix has zero diagonal
      subst hij
      have hF : gapMatrix (l t) i i = 0 := by simp [gapMatrix]
      have hs := congrFun (congrFun h.rate_skew i) i
      rw [transpose_apply, Matrix.neg_apply] at hs
      rw [hadamard_apply, hF, zero_mul]
      linarith
    · -- off-diagonal: divide the commutator by the gap
      have hF : gapMatrix (l t) i j = 1 / (l t j - l t i) := by simp [gapMatrix, hij]
      have hne : l t j - l t i ≠ 0 := sub_ne_zero.mpr fun e => hij (hl e).symm
      rw [hadamard_apply, hF, h.rotated_deriv]
      simp only [Matrix.add_apply, Matrix.sub_apply, mul_diagonal, diagonal_mul,
        diagonal_apply_ne _ hij]
      rw [one_div, eq_inv_mul_iff_mul_eq₀ hne]
      ring
  rw [← hrate, ← Matrix.mul_assoc, mul_eq_one_comm.mp (h.orth t), Matrix.one_mul]

/-- Reverse-mode eigendecomposition: for distinct eigenvalues, pairing the cotangents with
the derivatives of eigenvalues and eigenvectors equals pairing `eighAdjoint` with `A'`. -/
theorem SpectralPath.adjoint_identity (h : SpectralPath A U l A' U' l' t)
    (hl : Function.Injective (l t)) (lb : n → ℝ) (Ub : Matrix n n ℝ) :
    trace ((diagonal lb)ᵀ * diagonal l') + trace (Ubᵀ * U')
      = trace ((eighAdjoint (U t) (l t) lb Ub)ᵀ * A') := by
  -- cyclicity moves the frame from the cotangent to A'
  have hrot : ∀ V X B : Matrix n n ℝ,
      trace ((V * X * Vᵀ)ᵀ * B) = trace (Xᵀ * (Vᵀ * B * V)) := by
    intro V X B
    rw [transpose_mul, transpose_mul, transpose_transpose, Matrix.mul_assoc,
      Matrix.trace_mul_comm]
    simp only [Matrix.mul_assoc]
  -- the Hadamard product is self-adjoint for the trace pairing
  have hhad : ∀ F G B : Matrix n n ℝ, trace (Gᵀ * (F ⊙ B)) = trace ((F ⊙ G)ᵀ * B) := by
    intro F G B
    simp only [trace, diag_apply, Matrix.mul_apply, transpose_apply, hadamard_apply]
    exact Finset.sum_congr rfl fun i _ => Finset.sum_congr rfl fun j _ => by ring
  have hval : trace ((diagonal lb)ᵀ * diagonal l')
      = trace ((diagonal lb)ᵀ * ((U t)ᵀ * A' * U t)) := by
    simp only [diagonal_transpose, trace, diag_apply, diagonal_mul, diagonal_apply_eq]
    exact Finset.sum_congr rfl fun i _ => by rw [h.eigenvalue_deriv i]
  have hvec : Ubᵀ * U'
      = ((U t)ᵀ * Ub)ᵀ * (gapMatrix (l t) ⊙ ((U t)ᵀ * A' * U t)) := by
    rw [transpose_mul, transpose_transpose, Matrix.mul_assoc, ← h.eigenvector_deriv hl]
  rw [eighAdjoint, hrot, transpose_add, Matrix.add_mul, trace_add, hval, hvec, hhad]

/-- The rotation of the plane by the angle `t`. -/
def rot (t : ℝ) : Matrix (Fin 2) (Fin 2) ℝ :=
  !![Real.cos t, -Real.sin t; Real.sin t, Real.cos t]

/-- Plane rotations are orthogonal, and their derivative at angle zero is the
antisymmetric generator. -/
theorem rot_orth_and_deriv :
    (∀ s, (rot s)ᵀ * rot s = 1) ∧ HasMatDeriv rot !![0, -1; 1, 0] 0 := by
  constructor
  · intro s
    ext i j
    fin_cases i <;> fin_cases j <;> simp [rot, Matrix.mul_apply, Fin.sum_univ_two] <;>
      nlinarith [Real.sin_sq_add_cos_sq s]
  · intro i j
    fin_cases i <;> fin_cases j
    · simpa [rot] using Real.hasDerivAt_cos 0
    · simpa [rot] using (Real.hasDerivAt_sin 0).fun_neg
    · simpa [rot] using Real.hasDerivAt_sin 0
    · simpa [rot] using Real.hasDerivAt_cos 0

/-- A rotating frame with eigenvalues `1 + s` and `3` is a spectral path with distinct
eigenvalues at time zero. -/
theorem spectralPath_witness :
    SpectralPath (fun s => rot s * diagonal ![1 + s, 3] * (rot s)ᵀ) rot
      (fun s => ![1 + s, 3]) !![1, -2; -2, 0] !![0, -1; 1, 0] ![1, 0] 0 ∧
    Function.Injective (![1 + 0, 3] : Fin 2 → ℝ) := by
  have dl : ∀ i, HasDerivAt (fun s : ℝ => (![1 + s, 3] : Fin 2 → ℝ) i)
      ((![1, 0] : Fin 2 → ℝ) i) 0 := by
    intro i
    fin_cases i
    · exact (hasDerivAt_id' (0 : ℝ)).const_add 1
    · exact hasDerivAt_const (0 : ℝ) (3 : ℝ)
  have dR := rot_orth_and_deriv.2
  have dT : HasMatDeriv (fun s => (rot s)ᵀ) (!![0, -1; 1, 0])ᵀ 0 := fun i j => dR j i
  refine ⟨⟨rot_orth_and_deriv.1, fun _ => rfl, ?_, dR, dl⟩, ?_⟩
  · convert (dR.mul (hasMatDeriv_diagonal dl)).mul dT using 1
    ext i j
    simp only [Matrix.add_apply, Matrix.mul_apply, Fin.sum_univ_two, transpose_apply,
      diagonal_apply]
    fin_cases i <;> fin_cases j <;> norm_num [rot]
  · intro i j
    fin_cases i <;> fin_cases j <;> norm_num

/-- At a degeneracy the adjoint can fail to exist: the constant identity matrix has a rotating
eigenvector frame for which, with zero eigenvalue cotangent and the frame's derivative as
eigenvector cotangent, no matrix cotangent `Ab` satisfies the pairing identity. -/
theorem no_adjoint_at_degeneracy :
    SpectralPath (fun _ => 1) rot (fun _ _ => 1) 0 !![0, -1; 1, 0] 0 0 ∧
    ∀ Ab : Matrix (Fin 2) (Fin 2) ℝ,
      trace ((diagonal (0 : Fin 2 → ℝ))ᵀ * diagonal (0 : Fin 2 → ℝ))
        + trace ((!![0, -1; 1, 0] : Matrix (Fin 2) (Fin 2) ℝ)ᵀ * !![0, -1; 1, 0])
        ≠ trace (Abᵀ * (0 : Matrix (Fin 2) (Fin 2) ℝ)) := by
  refine ⟨⟨rot_orth_and_deriv.1, ?_, ?_, rot_orth_and_deriv.2, ?_⟩, ?_⟩
  · intro s
    show (1 : Matrix (Fin 2) (Fin 2) ℝ) = rot s * diagonal (fun _ => 1) * (rot s)ᵀ
    rw [diagonal_one, Matrix.mul_one, mul_eq_one_comm.mp (rot_orth_and_deriv.1 s)]
  · intro i j
    exact hasDerivAt_const (0 : ℝ) ((1 : Matrix (Fin 2) (Fin 2) ℝ) i j)
  · intro i
    exact hasDerivAt_const (0 : ℝ) (1 : ℝ)
  · intro Ab
    norm_num [Matrix.trace_fin_two, Matrix.mul_apply, Fin.sum_univ_two]

end

end EigendecompositionAdjoint
```

```lean
#print axioms EigendecompositionAdjoint.SpectralPath.adjoint_identity
#print axioms EigendecompositionAdjoint.no_adjoint_at_degeneracy
```

```
'EigendecompositionAdjoint.SpectralPath.adjoint_identity' depends on axioms: [propext, Classical.choice, Quot.sound]
'EigendecompositionAdjoint.no_adjoint_at_degeneracy' depends on axioms: [propext, Classical.choice, Quot.sound]
```

## Hypotheses and degenerate levels

`SpectralPath` states that `U s` is orthogonal and `A s` has the spectral form for every `s`, and that `A'`, `U'` and `l'` are the entrywise derivatives at `t`. Distinct eigenvalues enter as `Function.Injective (l t)`, at that one time. `adjoint_identity` then holds for all `lb` and `Ub`, with `eighAdjoint` as $\bar A$.

Differentiability of the eigenvectors is assumed, not derived. A numerical solver may flip the sign of a column between calls, so a finite-difference check of a loss that depends on those signs should align them first. Complex Hermitian matrices, overlap matrices and rounding error are not covered.

`no_adjoint_at_degeneracy` shows what can happen when levels coincide. The identity matrix is constant, yet a rotating frame diagonalises it at all times. With $\bar L=0$ and $\bar U=U'$ the left side is 2, while $A'=0$ makes the right side 0 for every $\bar A$. A loss that is insensitive to the choice of frame may still have a gradient there, a case the file does not treat.

## How the proof follows the derivation

`rate_skew` and `rotated_deriv` obtain $\Omega^T=-\Omega$ and the formula for $B$ by computing one derivative in two ways and using its uniqueness. `eigenvalue_deriv` reads off the diagonal: this is the Hellmann–Feynman formula for a finite real matrix whose eigenpairs are assumed differentiable, and it needs no distinct levels. `eigenvector_deriv` treats diagonal and off-diagonal entries separately, and injectivity makes the gap nonzero.

In `adjoint_identity`, `hval` and `hvec` insert these derivatives, `hhad` moves $F$ across the trace, and `hrot` is the cyclic step. `spectralPath_witness` confirms that the path behind the two-level example satisfies every hypothesis.
